# The latitude of a unit Bloch vector changes by at most cT when |z′| ≤ cw

The declaration takes real functions `z` and `w` of time with `w t ^ 2 + z t ^ 2 = 1`, where `z` is differentiable and its derivative is at most `c * w t` in absolute value, at every time. It states that `arcsin z` changes by at most `c * T` between times 0 and `T`, for `c` and `T` not negative. If `z` is read as the vertical component of a unit Bloch vector and `w` as the length of its horizontal part, this bounds the change in the vector's latitude. Since `arcsin` is not differentiable at ±1, the attempt first multiplies `z` by a factor `r` strictly between 0 and 1, bounds the derivative of `arcsin (r * z)` by `c`, applies the mean value inequality, and then lets `r` tend to 1.

As first written in Lean, the proof fails:

```lean
import Mathlib

open Filter Topology

noncomputable section

namespace PopulationTransferTime

/-- If `z² + w² = 1` and `|z'| ≤ c w`, the angle `arcsin z` changes by at most `c T`
in a time `T`. -/
theorem angle_le {z z' w : ℝ → ℝ} {c T : ℝ} (hc : 0 ≤ c) (hT : 0 ≤ T)
    (hz : ∀ t, HasDerivAt z (z' t) t) (hw : ∀ t, w t ^ 2 + z t ^ 2 = 1)
    (hb : ∀ t, |z' t| ≤ c * w t) :
    |Real.arcsin (z T) - Real.arcsin (z 0)| ≤ c * T := by
  -- shrink `z` by `r < 1` to stay away from the singular points of arcsin
  have key : ∀ r ∈ Set.Ioo (0 : ℝ) 1,
      |Real.arcsin (r * z T) - Real.arcsin (r * z 0)| ≤ c * T := by
    rintro r ⟨hr0, hr1⟩
    have hlt : ∀ t, -1 < r * z t ∧ r * z t < 1 := fun t => by
      have h1 : z t ≤ 1 := by nlinarith [hw t, sq_nonneg (w t)]
      have h2 : -1 ≤ z t := by nlinarith [hw t, sq_nonneg (w t)]
      constructor <;> nlinarith
    have hd : ∀ t, HasDerivAt (fun s => Real.arcsin (r * z s))
        (1 / √(1 - (r * z t) ^ 2) * (r * z' t)) t := fun t =>
      (Real.hasDerivAt_arcsin (hlt t).1.ne' (hlt t).2.ne).comp t ((hz t).const_mul r)
    have hbd : ∀ t, ‖1 / √(1 - (r * z t) ^ 2) * (r * z' t)‖ ≤ c := fun t => by
      have hpos : 0 < √(1 - (r * z t) ^ 2) :=
        Real.sqrt_pos.mpr (by nlinarith [(hlt t).1, (hlt t).2])
      have hrw : r * w t ≤ √(1 - (r * z t) ^ 2) :=
        Real.le_sqrt_of_sq_le (by nlinarith [hw t])
      rw [Real.norm_eq_abs, abs_mul, abs_mul, abs_of_pos (one_div_pos.mpr hpos),
        abs_of_pos hr0, one_div, inv_mul_eq_div, div_le_iff₀ hpos]
      calc r * |z' t| ≤ r * (c * w t) := mul_le_mul_of_nonneg_left (hb t) hr0.le
        _ = c * (r * w t) := by ring
        _ ≤ _ := mul_le_mul_of_nonneg_left hrw hc
    have h := Convex.norm_image_sub_le_of_norm_hasDerivWithin_le
      (fun t _ => (hd t).hasDerivWithinAt) (fun t _ => hbd t) convex_univ
      (Set.mem_univ (0 : ℝ)) (Set.mem_univ T)
    rwa [sub_zero, Real.norm_eq_abs, Real.norm_of_nonneg hT] at h
  have hcont : Continuous fun r : ℝ => |Real.arcsin (r * z T) - Real.arcsin (r * z 0)| :=
    ((Real.continuous_arcsin.comp (continuous_id.mul continuous_const)).sub
      (Real.continuous_arcsin.comp (continuous_id.mul continuous_const))).abs
  have hlim := (hcont.tendsto 1).mono_left (nhdsWithin_le_nhds (s := Set.Iio 1))
  have h := le_of_tendsto hlim (Filter.mem_of_superset (Ioo_mem_nhdsLT zero_lt_one) key)
  simpa only [one_mul] using h

end PopulationTransferTime
```

The error:

```
Main.lean:25:6: error: Type mismatch
  HasDerivAt.comp t ?m.313 (HasDerivAt.const_mul r (hz t))
has type
  HasDerivAt (?m.310 ∘ fun y => r * z y) (?m.312 * (r * z' t)) t
but is expected to have type
  HasDerivAt (fun s => Real.arcsin (r * z s)) (1 / √(1 - (r * z t) ^ 2) * (r * z' t)) t
Main.lean:30:34: error: linarith failed to find a contradiction
z z' w : ℝ → ℝ
c T : ℝ
hc : 0 ≤ c
hT : 0 ≤ T
hz : ∀ (t : ℝ), HasDerivAt z (z' t) t
hw : ∀ (t : ℝ), w t ^ 2 + z t ^ 2 = 1
hb : ∀ (t : ℝ), |z' t| ≤ c * w t
r : ℝ
hr0 : 0 < r
hr1 : r < 1
hlt : ∀ (t : ℝ), -1 < r * z t ∧ r * z t < 1
hd : ∀ (t : ℝ), HasDerivAt (fun s => Real.arcsin (r * z s)) (1 / √(1 - (r * z t) ^ 2) * (r * z' t)) t
t : ℝ
hpos : 0 < √(1 - (r * z t) ^ 2)
a✝ : 1 - (r * z t) ^ 2 < (r * w t) ^ 2
⊢ False
failed
```

After these edits no error is left:

```diff
@@ -22,11 +22,18 @@
       constructor <;> nlinarith
     have hd : ∀ t, HasDerivAt (fun s => Real.arcsin (r * z s))
-        (1 / √(1 - (r * z t) ^ 2) * (r * z' t)) t := fun t =>
-      (Real.hasDerivAt_arcsin (hlt t).1.ne' (hlt t).2.ne).comp t ((hz t).const_mul r)
+        (1 / √(1 - (r * z t) ^ 2) * (r * z' t)) t := fun t => by
+      have ha : HasDerivAt Real.arcsin (1 / √(1 - (r * z t) ^ 2)) (r * z t) :=
+        Real.hasDerivAt_arcsin (hlt t).1.ne' (hlt t).2.ne
+      have hm : HasDerivAt (fun s => r * z s) (r * z' t) t := (hz t).const_mul r
+      have hcomp := HasDerivAt.comp t ha hm
+      exact hcomp
     have hbd : ∀ t, ‖1 / √(1 - (r * z t) ^ 2) * (r * z' t)‖ ≤ c := fun t => by
       have hpos : 0 < √(1 - (r * z t) ^ 2) :=
         Real.sqrt_pos.mpr (by nlinarith [(hlt t).1, (hlt t).2])
+      have hr2 : r ^ 2 ≤ 1 := by nlinarith
+      have hsum : (r * w t) ^ 2 + (r * z t) ^ 2 = r ^ 2 := by
+        linear_combination r ^ 2 * hw t
       have hrw : r * w t ≤ √(1 - (r * z t) ^ 2) :=
-        Real.le_sqrt_of_sq_le (by nlinarith [hw t])
+        Real.le_sqrt_of_sq_le (by linarith)
       rw [Real.norm_eq_abs, abs_mul, abs_mul, abs_of_pos (one_div_pos.mpr hpos),
         abs_of_pos hr0, one_div, inv_mul_eq_div, div_le_iff₀ hpos]
```

What went wrong. The first message concerns the chain rule. In the type Lean reports, the outer function is still the unknown `?m.310`, and the proof about `arcsin` is the unfilled `?m.313`. Lean had to match `?m.310 ∘ fun y => r * z y` with `fun s => Real.arcsin (r * z s)` and did not find the outer function. The repair states both derivatives with their full types, as `ha` and `hm`, before composing them. The composite then has no unknowns, and `exact hcomp` is accepted because it equals the wanted function by definition.

The second message says that `nlinarith` could not prove `(r * w t) ^ 2 ≤ 1 - (r * z t) ^ 2`. The inequality is true, but the direct proof multiplies `hw t` by `r ^ 2` and also uses `r ^ 2 ≤ 1`, and the search did not find such a combination. The repair proves these two facts separately, as `hsum` and `hr2`. What remains is linear in the squares, so `linarith` suffices.
